# Revised PKZB correlation is nonpositive wherever its semilocal input is, for $C\ge -1$

Revised PKZB correlation subtracts energies of the separate spin channels from a semilocal total. If the subtraction is too large, the correlation energy per electron turns positive at that point of space. Without a bound on its sign, a positive value at a grid point could come from the functional itself or from a bug in the code. The bound below narrows this down for one point at a time, with the semilocal energies taken as given numbers: in exact arithmetic, a positive value means that some input violates a stated condition or that the formula is coded wrongly.

## Local values and the energies built from them

At a point, let $e$ be the semilocal correlation energy per electron of the full density, and let $u$ and $v$ be the energies of the two spin channels, each taken alone. Let $a$ and $b$ be the fractions of the density in these channels. Let $z$ be the ratio of the von Weizsäcker to the total kinetic energy density. The parameter $C$ sets the strength of the correction; in TPSS it depends on the spin polarisation and its gradient, and here it is the value at the point. All of these are real numbers in Lean, so the densities, the gradients and the formula that produces $e$ do not appear.

```lean
import Mathlib

noncomputable section

namespace RevisedPKZBCorrelation
```

Each channel energy is raised to $e$ if it lies below $e$, and the results are averaged:
$$S=a\max(u,e)+b\max(v,e).$$

```lean
/-- The average of the spin-channel correlation energies `u` and `v` with weights `a` and `b`,
each energy being replaced by the total energy `e` where it lies below `e`. -/
def clampedAverage (e a b u v : ℝ) : ℝ := a * max u e + b * max v e
```

The revised PKZB energy is
$$r=e(1+Cz^2)-(1+C)z^2S.$$

```lean
/-- The revised PKZB correlation energy per electron, with parameter `C`, kinetic energy ratio `z`,
semilocal energy `e`, spin fractions `a`, `b` and spin-channel energies `u`, `v`. -/
def revPKZB (C z e a b u v : ℝ) : ℝ :=
  e * (1 + C * z ^ 2) - (1 + C) * z ^ 2 * clampedAverage e a b u v
```

For comparison, `unclamped` uses the plain average $au+bv$.

```lean
/-- The revised PKZB expression with the clamped average replaced by the plain average
`a * u + b * v` of the spin-channel energies. -/
def unclamped (C z e a b u v : ℝ) : ℝ :=
  e * (1 + C * z ^ 2) - (1 + C) * z ^ 2 * (a * u + b * v)
```

TPSS correlation is $r(1+d\,r\,z^3)$, where $d$ is a second parameter, with the dimension of an inverse energy.

```lean
/-- The TPSS correlation energy per electron, built from the revised PKZB energy with a
second parameter `d`. -/
def tpss (d C z e a b u v : ℝ) : ℝ :=
  revPKZB C z e a b u v * (1 + d * revPKZB C z e a b u v * z ^ 3)
```

## Spin fractions: $a,b\ge 0$ and $a+b=1$

These conditions say that $a$ and $b$ divide the density between the two spins. Because they sum to one,
$$S-e=a\,(\max(u,e)-e)+b\,(\max(v,e)-e),$$
and because they are nonnegative, both terms are nonnegative. Hence $S\ge e$. The Lean proof multiplies $e\le\max(u,e)$ by $a$ and $e\le\max(v,e)$ by $b$, then adds.

```lean
/-- For nonnegative spin fractions with sum one, the clamped average is at least the total
semilocal energy. -/
theorem le_clampedAverage {e a b u v : ℝ} (ha : 0 ≤ a) (hb : 0 ≤ b) (hab : a + b = 1) :
    e ≤ clampedAverage e a b u v := by
  have h1 := mul_le_mul_of_nonneg_left (le_max_right u e) ha
  have h2 := mul_le_mul_of_nonneg_left (le_max_right v e) hb
  have h3 : a * e + b * e = e := by linear_combination e * hab
  unfold clampedAverage
  linarith
```

Equality requires both terms to vanish, so each channel is either empty or has an energy not above $e$. The proof of the equivalence forms the same two excesses and splits each zero product into its factors. The reverse direction replaces each maximum by $e$.

```lean
/-- For nonnegative spin fractions with sum one, the clamped average equals the total energy
exactly when each spin channel is empty or has an energy not above the total one. -/
theorem clampedAverage_eq_iff {e a b u v : ℝ} (ha : 0 ≤ a) (hb : 0 ≤ b) (hab : a + b = 1) :
    clampedAverage e a b u v = e ↔ (a = 0 ∨ u ≤ e) ∧ (b = 0 ∨ v ≤ e) := by
  constructor
  · intro h
    unfold clampedAverage at h
    -- two nonnegative excesses add up to zero
    have h1 : 0 ≤ a * (max u e - e) := mul_nonneg ha (sub_nonneg.2 (le_max_right u e))
    have h2 : 0 ≤ b * (max v e - e) := mul_nonneg hb (sub_nonneg.2 (le_max_right v e))
    have hs : a * (max u e - e) + b * (max v e - e) = 0 := by
      linear_combination h - e * hab
    have h3 : a * (max u e - e) = 0 := by linarith
    have h4 : b * (max v e - e) = 0 := by linarith
    constructor
    · rcases mul_eq_zero.1 h3 with h5 | h5
      · exact Or.inl h5
      · exact Or.inr (by linarith [le_max_left u e])
    · rcases mul_eq_zero.1 h4 with h5 | h5
      · exact Or.inl h5
      · exact Or.inr (by linarith [le_max_left v e])
  · rintro ⟨hu, hv⟩
    have h3 : a * max u e = a * e := by
      rcases hu with h | h
      · simp [h]
      · rw [max_eq_right h]
    have h4 : b * max v e = b * e := by
      rcases hv with h | h
      · simp [h]
      · rw [max_eq_right h]
    unfold clampedAverage
    linear_combination h3 + h4 + e * hab
```

Both conditions matter. With $e=u=v=-1$ and $a=b=1$, the weights sum to two and $S=-2<e$. With $a=2$, $b=-1$, $e=u=-1$ and $v=0$, the sum is one but again $S=-2$. In both cases $r=1$ at $z=1$, $C=0$.

## Signs and ranges: $C\ge -1$, $e\le 0$ and $0\le z\le 1$

The condition $C\ge -1$ makes $(1+C)z^2$ nonnegative, so the channel term enters with the sign of a subtraction. Inserting $S\ge e$ then gives
$$r\le e(1+Cz^2)-(1+C)z^2e=(1-z^2)e.$$
The condition $e\le 0$ states that the semilocal energy has the usual sign of correlation, and $0\le z\le 1$ is the physical range of the kinetic energy ratio. Together they give $(1-z^2)e\le 0$.

The theorem states the two inequalities as a conjunction. In its proof, `hk` is the sign of the coefficient and `h` is the multiplied bound on $S$. The second half uses only `he`, `hz0` and `hz1`.

```lean
/-- For `C ≥ -1`, a nonpositive semilocal energy `e`, a ratio `z` between 0 and 1 and nonnegative
spin fractions with sum one, the revised PKZB energy is at most `(1 - z²) e`, which is
nonpositive. -/
theorem revPKZB_le_and_nonpos {C z e a b u v : ℝ} (hC : -1 ≤ C) (he : e ≤ 0)
    (hz0 : 0 ≤ z) (hz1 : z ≤ 1) (ha : 0 ≤ a) (hb : 0 ≤ b) (hab : a + b = 1) :
    revPKZB C z e a b u v ≤ (1 - z ^ 2) * e ∧ (1 - z ^ 2) * e ≤ 0 := by
  constructor
  · -- replace the clamped average by its lower bound
    have hk : 0 ≤ (1 + C) * z ^ 2 := mul_nonneg (by linarith) (sq_nonneg z)
    have h := mul_le_mul_of_nonneg_left
      (le_clampedAverage (e := e) (u := u) (v := v) ha hb hab) hk
    unfold revPKZB
    linarith
  · have h : 0 ≤ 1 - z ^ 2 := by nlinarith
    exact mul_nonpos_of_nonneg_of_nonpos h he
```

For $C=-2$, $z=1$, $e=-1$ and $u=v=0$, one finds $r=1$. If $e>0$ and $z<1$, the upper bound is positive, and the next result shows that it can be attained. The same happens for $e<0$ and $z>1$.

## A single occupied channel: $a=1$, $b=0$, $u=e$

When all electrons have the same spin, the occupied channel is the whole density, so its energy is the total energy. This is the meaning of $u=e$, which the theorem encodes by putting `e` in the place of `u`. Then $S=e$ and the upper bound is attained: $r=(1-z^2)e$. The value $v$ of the empty channel is arbitrary, and no sign condition is needed. In Lean, `max_self` removes the maximum and `ring` does the algebra.

```lean
/-- For a fully spin-polarised density, whose occupied channel carries the total semilocal energy
`e`, the revised PKZB energy is `(1 - z²) e`. -/
theorem revPKZB_polarised (C z e v : ℝ) :
    revPKZB C z e 1 0 e v = (1 - z ^ 2) * e := by
  unfold revPKZB clampedAverage
  rw [max_self]
  ring
```

A single electron in a real orbital also has $z=1$, since its kinetic energy density is the von Weizsäcker one. This value is put in by hand, not derived from an orbital. Then $r=0$, and TPSS correlation vanishes because $r$ is a factor of it: neither functional gives a lone electron in a real orbital a spurious correlation energy.

```lean
/-- For one electron (full polarisation and `z = 1`) the revised PKZB and the TPSS correlation
energies both vanish. -/
theorem one_electron (d C e v : ℝ) :
    revPKZB C 1 e 1 0 e v = 0 ∧ tpss d C 1 e 1 0 e v = 0 := by
  have h : revPKZB C 1 e 1 0 e v = 0 := by
    rw [revPKZB_polarised]
    ring
  exact ⟨h, by unfold tpss; rw [h, zero_mul]⟩
```

If $u$ were above $e$, then at $z=1$ one would have $r=(1+C)(e-u)$, which is negative for $C>-1$.

## Strict inequalities for the converse: $C>-1$ and $e<0$

Suppose $r=0$. If $z<1$, then $r\le(1-z^2)e<0$, a contradiction, so $z=1$. There
$$r=(1+C)(e-S),$$
and $C>-1$ forces $S=e$, which is the equality case for the spin fractions. Conversely, $z=1$ and $S=e$ give $r=0$. The Lean proof follows this order, after first rewriting the channel conditions as $S=e$.

```lean
/-- For `C > -1`, `e < 0`, `z` between 0 and 1 and nonnegative spin fractions with sum one, the
revised PKZB energy vanishes exactly when `z = 1` and each spin channel is empty or has an energy
not above `e`. -/
theorem revPKZB_eq_zero_iff {C z e a b u v : ℝ} (hC : -1 < C) (he : e < 0)
    (hz0 : 0 ≤ z) (hz1 : z ≤ 1) (ha : 0 ≤ a) (hb : 0 ≤ b) (hab : a + b = 1) :
    revPKZB C z e a b u v = 0 ↔ z = 1 ∧ (a = 0 ∨ u ≤ e) ∧ (b = 0 ∨ v ≤ e) := by
  rw [← clampedAverage_eq_iff ha hb hab]
  constructor
  · intro h
    have hle := (revPKZB_le_and_nonpos (u := u) (v := v) hC.le he.le hz0 hz1 ha hb hab).1
    -- for z < 1 the upper bound is strictly negative
    have hz : z = 1 := by
      by_contra hne
      have hlt : z < 1 := lt_of_le_of_ne hz1 hne
      have h1 : 0 < 1 - z ^ 2 := by nlinarith
      have h2 := mul_neg_of_pos_of_neg h1 he
      linarith
    refine ⟨hz, ?_⟩
    rw [hz] at h
    unfold revPKZB at h
    have h2 : (1 + C) * (e - clampedAverage e a b u v) = 0 := by linear_combination h
    rcases mul_eq_zero.1 h2 with h3 | h3 <;> linarith
  · rintro ⟨hz, hS⟩
    unfold revPKZB
    rw [hS, hz]
    ring
```

If $C=-1$, then $r=0$ at $z=1$ whatever the channel energies are. If $e=0$, then $r=0$ already at $z=0$.

The theorem alone does not tie a zero of $r$ to a single electron. Two electrons of opposite spin in the same real orbital also have $z=1$, and $r$ would vanish at any point where both channel energies were at or below $e$. Whether such points exist depends on the semilocal functional.

## The maximum that keeps channel energies from falling below $e$

The clamp is part of the definition, and the bound on the sign of $r$ relies on it. With the plain average, the value at $z=1$ is $(1+C)(e-(au+bv))$. For $C>-1$ it is positive exactly when $au+bv<e$. The proof factorises the expression and cancels the positive factor $1+C$.

```lean
/-- For `C > -1` and `z = 1`, the expression without the clamp is positive exactly when the plain
average of the spin-channel energies lies below the total energy. -/
theorem unclamped_pos_iff {C e a b u v : ℝ} (hC : -1 < C) :
    0 < unclamped C 1 e a b u v ↔ a * u + b * v < e := by
  have h : unclamped C 1 e a b u v = (1 + C) * (e - (a * u + b * v)) := by
    unfold unclamped
    ring
  have hp : 0 < 1 + C := by linarith
  rw [h, mul_pos_iff_of_pos_left hp, sub_pos]
```

## Nonpositive channel energies: $u,v\le 0$

For TPSS, $r$ must also be bounded from below. If the channel energies have the usual sign of correlation, as $e$ does, then $S\le 0$. For $C\ge -1$, subtracting $(1+C)z^2S$ can therefore only raise the energy, so $r\ge e(1+Cz^2)$. Here the fractions need only be nonnegative.

```lean
/-- For `C ≥ -1`, nonnegative spin fractions and nonpositive total and spin-channel energies, the
revised PKZB energy is at least `e (1 + C z²)`. -/
theorem le_revPKZB {C z e a b u v : ℝ} (hC : -1 ≤ C) (he : e ≤ 0) (hu : u ≤ 0) (hv : v ≤ 0)
    (ha : 0 ≤ a) (hb : 0 ≤ b) : e * (1 + C * z ^ 2) ≤ revPKZB C z e a b u v := by
  have h1 := mul_nonpos_of_nonneg_of_nonpos ha (max_le hu he)
  have h2 := mul_nonpos_of_nonneg_of_nonpos hb (max_le hv he)
  have hS : clampedAverage e a b u v ≤ 0 := by
    unfold clampedAverage
    linarith
  have hk : 0 ≤ (1 + C) * z ^ 2 := mul_nonneg (by linarith) (sq_nonneg z)
  have h3 := mul_nonpos_of_nonneg_of_nonpos hk hS
  unfold revPKZB
  linarith
```

With large positive channel energies, $r$ can be far below this bound. For $C=0$, $z=1$, $e=-0.1$, $a=b=1/2$ and $u=v=5$, it is $-5.1$. With $d=1$ the TPSS value is then $(-5.1)(-4.1)>0$.

## A limit on the TPSS factor: $d\,z^3|e|(1+Cz^2)\le 1$

Since $r\le 0$, TPSS correlation is nonpositive if its second factor is nonnegative. For $d\ge 0$ the lower bound gives
$$1+d\,r\,z^3\ \ge\ 1-d\,z^3|e|(1+Cz^2)\ \ge\ 0.$$
The last step is the hypothesis `hsmall`, which says that the semilocal energy is small on the scale set by $1/d$. In the proof, `h4` is this chain, and the final line multiplies the two signs.

```lean
/-- The TPSS correlation energy is nonpositive if `C ≥ -1`, `d ≥ 0`, `z` is between 0 and 1, the
spin fractions are nonnegative with sum one, the total and spin-channel energies are nonpositive,
and `d z³ |e| (1 + C z²) ≤ 1`. -/
theorem tpss_nonpos {d C z e a b u v : ℝ} (hC : -1 ≤ C) (hd : 0 ≤ d) (he : e ≤ 0)
    (hu : u ≤ 0) (hv : v ≤ 0) (hz0 : 0 ≤ z) (hz1 : z ≤ 1)
    (ha : 0 ≤ a) (hb : 0 ≤ b) (hab : a + b = 1)
    (hsmall : d * z ^ 3 * (|e| * (1 + C * z ^ 2)) ≤ 1) :
    tpss d C z e a b u v ≤ 0 := by
  obtain ⟨h1, h2⟩ := revPKZB_le_and_nonpos (u := u) (v := v) hC he hz0 hz1 ha hb hab
  have hk : 0 ≤ d * z ^ 3 := mul_nonneg hd (pow_nonneg hz0 3)
  have h3 := mul_le_mul_of_nonneg_left (le_revPKZB (z := z) hC he hu hv ha hb) hk
  rw [abs_of_nonpos he] at hsmall
  -- the lower bound on the revised PKZB energy keeps the TPSS factor nonnegative
  have h4 : 0 ≤ 1 + d * revPKZB C z e a b u v * z ^ 3 := by linarith
  exact mul_nonpos_of_nonpos_of_nonneg (h1.trans h2) h4

end RevisedPKZBCorrelation
```

```lean
#print axioms RevisedPKZBCorrelation.revPKZB_le_and_nonpos
-- 'RevisedPKZBCorrelation.revPKZB_le_and_nonpos' depends on axioms: [propext, Classical.choice, Quot.sound]
#print axioms RevisedPKZBCorrelation.revPKZB_eq_zero_iff
-- 'RevisedPKZBCorrelation.revPKZB_eq_zero_iff' depends on axioms: [propext, Classical.choice, Quot.sound]
#print axioms RevisedPKZBCorrelation.unclamped_pos_iff
-- 'RevisedPKZBCorrelation.unclamped_pos_iff' depends on axioms: [propext, Classical.choice, Quot.sound]
#print axioms RevisedPKZBCorrelation.tpss_nonpos
-- 'RevisedPKZBCorrelation.tpss_nonpos' depends on axioms: [propext, Classical.choice, Quot.sound]
```

Without `hsmall` the sign can flip: $C=0$, $z=1$, $e=-1$, $u=v=0$ and $d=3$ give $r=-1$ and a TPSS value of $+2$. The condition is sufficient, not necessary. The assumption $d\ge 0$ serves the proof: for negative $d$ the second factor is at least one, because $r\le 0$.

## Numbers at one point

Take $C=1/2$, $z=1/2$, $e=-0.04$, $a=3/4$, $b=1/4$, $u=-0.02$ and $v=-0.05$, with energies in hartree. These values, like those in the second example, are chosen for illustration and not computed from a density. The second channel lies below $e$ and is clamped, so
$$S=\tfrac34(-0.02)+\tfrac14(-0.04)=-0.025,$$
$$r=(-0.04)(1.125)-(0.375)(-0.025)=-0.035625.$$
This lies between the lower bound $-0.045$ and the upper bound $(1-z^2)e=-0.03$.

Now keep $C$ and $e$, but set $z=1$, $a=b=1/2$ and $u=v=-0.05$. The plain average gives $1.5\,(-0.04+0.05)=+0.015$, while the clamped expression gives $r=0$.
